# In a Two-Exponential Alloy Model, the Response Peak Shifts and Narrows as 1/V

Each phase of the alloy is reduced to two constants, an energy density and a degeneracy factor, and the finite system is a weighted mixture of one ordered and one disordered phase. The response is minus the derivative of the mean energy density with respect to inverse temperature. It has a single peak, whose width and whose distance from the bulk transition are both proportional to $1/V$, where $V$ is the volume of the system.

## Two phases near a first-order transition

Let $\beta$ be the inverse temperature, $\beta_c$ its value at the bulk transition, and $d=\beta-\beta_c$. A phase with free energy density $f$ contributes $\exp(-V\beta f)$ to the partition function of a system of volume $V$. Since $\partial(\beta f)/\partial\beta$ is the energy density $e$, expanding $\beta f$ to first order about $\beta_c$ gives a factor $\exp(-Vde)$. The remaining constant is the same for both phases, because their bulk free energies agree at $\beta_c$, and it cancels from all averages. The weights are therefore

$$W_o=q\,e^{-Vde_o},\qquad W_d=e^{-Vde_d},\qquad e_o<e_d .$$

The constant $q>0$ stands for the number of equivalent ordered variants, for instance the choices of sublattice, relative to a single disordered phase. The mean energy density and the response are

$$E(d)=\frac{e_oW_o+e_dW_d}{W_o+W_d},\qquad \chi(d)=-\frac{dE}{dd}.$$

The heat capacity per volume is $k_B\beta^2\chi$, with $k_B$ the Boltzmann constant. The results below concern $\chi$ itself.

## What is proved about the peak

Write $\Delta=e_d-e_o$ and $d^*=-\ln q/(V\Delta)$. For $q,V>0$ and $e_o<e_d$:

- The two weights are equal exactly at $d=d^*$ (`weights_eq_iff`).
- The response never exceeds $V\Delta^2/4$, and equals it exactly at $d^*$ (`response_max`).
- The response is half this maximum exactly when $|d-d^*|=\ln(3+2\sqrt2)/(V\Delta)$ (`response_half_max`).

At fixed $q$ and energies, the shift and the width both carry the factor $1/V$. For $q=1$ the shift is zero at every size.

In Lean, `phaseWeight g V e d` is the weight of one phase, with `g` equal to `q` for the ordered phase and to `1` for the disordered one. The functions `meanEnergy`, `response` and `transitionShift` are $E$, $\chi$ and $d^*$, and `eo` and `ed` are the two energy densities. All quantities are real numbers, in units that make $Vde$ dimensionless. The hypotheses `hq`, `hV` and `he` state $q>0$, $V>0$ and $e_o<e_d$. Lean's `deriv` returns zero where a function is not differentiable, but the proof establishes differentiability at every $d$, so `response` is a true derivative.

The two-exponential form is assumed. It leaves out energy fluctuations within each phase, interfaces between coexisting phases, and any further phases. For an alloy held at fixed composition, it also presupposes a transition in which the two phases have the same composition. Otherwise they coexist over a range of temperatures, not at a single one.

## From the quotient rule to the half-width

Each weight satisfies $W'=-VeW$. The quotient rule gives

$$\chi=V\,\frac{(e_o^2W_o+e_d^2W_d)(W_o+W_d)-(e_oW_o+e_dW_d)^2}{(W_o+W_d)^2}
=V\Delta^2\,\frac{W_oW_d}{(W_o+W_d)^2},$$

because the terms in $W_o^2$ and $W_d^2$ cancel and the mixed terms leave $e_o^2+e_d^2-2e_oe_d=\Delta^2$. The last fraction is the product of the two phase probabilities.

The ratio of the weights is

$$\frac{W_o}{W_d}=q\,e^{V\Delta d}=e^{\ln q+V\Delta d}=e^{y},\qquad y=V\Delta\,(d-d^*).$$

It equals one exactly when $y=0$, that is, when $d=d^*$. With $x=e^y$, dividing numerator and denominator by $W_d^2$ gives the scaling form

$$\chi=V\Delta^2\,\frac{x}{(1+x)^2}.$$

The bound follows from

$$\frac14-\frac{x}{(1+x)^2}=\frac{(x-1)^2}{4(1+x)^2}\ge 0,$$

with equality only for $x=1$, hence only at $d^*$.

At half maximum $x/(1+x)^2=1/8$, which is $x^2-6x+1=0$, with roots $x=3\pm2\sqrt2$. Their product is $9-8=1$, so their logarithms are opposite: $y=\pm\ln(3+2\sqrt2)$. Dividing by $V\Delta$ gives the stated distance on either side of $d^*$.

## Reading the peak from a Monte Carlo run

In a canonical simulation with a temperature-independent Hamiltonian, the response is estimated from sampled energy densities as $V(\langle e^2\rangle-\langle e\rangle^2)$. One evaluates it at several temperatures, or reweights the energy histogram of one run, and locates the peak for each cell size. Near the transition a run must pass between the two phases many times, since otherwise their sampled weights are unreliable. To the extent that the two-phase model describes the cells, the peak positions in $\beta$ lie on a straight line against $1/V$, with intercept $\beta_c$ and slope $-\ln q/\Delta$. In code, the model curve is conveniently evaluated as $V\Delta^2p(1-p)$ with $p=1/(1+e^{-y})$, the probability of the ordered phase.

## The Lean file

```lean
import Mathlib

noncomputable section

namespace TwoPhaseAlloy

/-- Weight of a phase with degeneracy factor `g` and energy density `e` in a system of volume `V`,
at signed distance `d` of the inverse temperature from its bulk transition value. -/
def phaseWeight (g V e d : ℝ) : ℝ := g * Real.exp (-(V * d * e))

/-- Mean energy density of an ordered phase (factor `q`, energy density `eo`) coexisting with
a disordered phase (factor 1, energy density `ed`); the domain is a nonzero total weight. -/
def meanEnergy (q V eo ed d : ℝ) : ℝ :=
  (eo * phaseWeight q V eo d + ed * phaseWeight 1 V ed d) /
    (phaseWeight q V eo d + phaseWeight 1 V ed d)

/-- Minus the derivative of the mean energy density with respect to inverse temperature. -/
def response (q V eo ed d : ℝ) : ℝ := -deriv (meanEnergy q V eo ed) d

/-- The finite-size shift `-ln q / (V (ed - eo))` of the inverse temperature, for `q > 0`,
`V ≠ 0` and `eo ≠ ed`. -/
def transitionShift (q V eo ed : ℝ) : ℝ := -Real.log q / (V * (ed - eo))

/-- A phase with positive degeneracy factor has positive weight. -/
theorem phaseWeight_pos {g : ℝ} (hg : 0 < g) (V e d : ℝ) : 0 < phaseWeight g V e d :=
  mul_pos hg (Real.exp_pos _)

/-- The weight of a phase changes with inverse temperature at the relative rate `-V e`. -/
theorem hasDerivAt_phaseWeight (g V e d : ℝ) :
    HasDerivAt (fun t => phaseWeight g V e t) (-(V * e) * phaseWeight g V e d) d := by
  have h1 : HasDerivAt (fun t : ℝ => -(V * t * e)) (-(V * e)) d :=
    (((hasDerivAt_id' d).const_mul V).mul_const e).fun_neg.congr_deriv (by ring)
  exact (h1.exp.const_mul g).congr_deriv (by simp only [phaseWeight]; ring)

/-- The response is `V (ed - eo)²` times the product of the two phase probabilities. -/
theorem response_eq_fluctuation {q : ℝ} (hq : 0 < q) (V eo ed d : ℝ) :
    response q V eo ed d =
      V * (ed - eo) ^ 2 * (phaseWeight q V eo d * phaseWeight 1 V ed d) /
        (phaseWeight q V eo d + phaseWeight 1 V ed d) ^ 2 := by
  have ho := hasDerivAt_phaseWeight q V eo d
  have hd := hasDerivAt_phaseWeight 1 V ed d
  have hne : phaseWeight q V eo d + phaseWeight 1 V ed d ≠ 0 :=
    (add_pos (phaseWeight_pos hq V eo d) (phaseWeight_pos one_pos V ed d)).ne'
  -- quotient rule for the weighted average
  have h := ((ho.const_mul eo).fun_add (hd.const_mul ed)).fun_div (ho.fun_add hd) hne
  have h' : HasDerivAt (meanEnergy q V eo ed)
      (-(V * (ed - eo) ^ 2 * (phaseWeight q V eo d * phaseWeight 1 V ed d)) /
        (phaseWeight q V eo d + phaseWeight 1 V ed d) ^ 2) d :=
    h.congr_deriv (by congr 1; ring)
  rw [response, h'.deriv, neg_div, neg_neg]

/-- The ordered weight is the disordered weight times the exponential of `V (ed - eo)` times the
signed distance `d - shift` from the shifted transition. -/
theorem weight_ratio {q V eo ed : ℝ} (hq : 0 < q) (hV : 0 < V) (he : eo < ed) (d : ℝ) :
    phaseWeight q V eo d =
      Real.exp (V * (ed - eo) * (d - transitionShift q V eo ed)) * phaseWeight 1 V ed d := by
  have hK : V * (ed - eo) ≠ 0 := (mul_pos hV (sub_pos.mpr he)).ne'
  have hs : -Real.log q = transitionShift q V eo ed * (V * (ed - eo)) :=
    (div_eq_iff hK).mp rfl
  have hy : V * (ed - eo) * (d - transitionShift q V eo ed) =
      Real.log q + V * (ed - eo) * d := by linear_combination hs
  have hx : Real.exp (-(V * d * eo)) =
      Real.exp (V * (ed - eo) * d) * Real.exp (-(V * d * ed)) := by
    rw [← Real.exp_add]
    congr 1
    ring
  rw [hy, Real.exp_add, Real.exp_log hq, phaseWeight, phaseWeight, hx]
  ring

/-- The two phases have equal weight exactly at the shifted transition. -/
theorem weights_eq_iff {q V eo ed : ℝ} (hq : 0 < q) (hV : 0 < V) (he : eo < ed) (d : ℝ) :
    phaseWeight q V eo d = phaseWeight 1 V ed d ↔ d = transitionShift q V eo ed := by
  have hK : V * (ed - eo) ≠ 0 := (mul_pos hV (sub_pos.mpr he)).ne'
  have hw := phaseWeight_pos one_pos V ed d
  rw [weight_ratio hq hV he d]
  constructor
  · intro h
    have h1 := mul_right_cancel₀ hw.ne' (h.trans (one_mul _).symm)
    exact sub_eq_zero.mp ((mul_eq_zero.mp ((Real.exp_eq_one_iff _).mp h1)).resolve_left hK)
  · intro h
    rw [h, sub_self, mul_zero, Real.exp_zero, one_mul]

/-- Finite-size scaling: the response is `V (ed - eo)²` times a fixed function of the signed scaled
distance `V (ed - eo) (d - shift)`. -/
theorem response_scaling {q V eo ed : ℝ} (hq : 0 < q) (hV : 0 < V) (he : eo < ed) (d : ℝ) :
    response q V eo ed d =
      V * (ed - eo) ^ 2 * Real.exp (V * (ed - eo) * (d - transitionShift q V eo ed)) /
        (1 + Real.exp (V * (ed - eo) * (d - transitionShift q V eo ed))) ^ 2 := by
  have hw := phaseWeight_pos one_pos V ed d
  rw [response_eq_fluctuation hq, weight_ratio hq hV he d,
    div_eq_div_iff (by positivity) (by positivity)]
  ring

/-- The response is at most `V (ed - eo)² / 4`, and it reaches this value exactly at the
shifted transition. -/
theorem response_max {q V eo ed : ℝ} (hq : 0 < q) (hV : 0 < V) (he : eo < ed) (d : ℝ) :
    response q V eo ed d ≤ V * (ed - eo) ^ 2 / 4 ∧
      (response q V eo ed d = V * (ed - eo) ^ 2 / 4 ↔ d = transitionShift q V eo ed) := by
  have hK : V * (ed - eo) ≠ 0 := (mul_pos hV (sub_pos.mpr he)).ne'
  have hC : 0 < V * (ed - eo) ^ 2 := mul_pos hV (pow_pos (sub_pos.mpr he) 2)
  rw [response_scaling hq hV he d]
  constructor
  · rw [div_le_iff₀ (by positivity)]
    nlinarith [mul_nonneg hC.le (sq_nonneg
      (Real.exp (V * (ed - eo) * (d - transitionShift q V eo ed)) - 1))]
  · rw [div_eq_iff (by positivity)]
    constructor
    · intro h
      -- equality forces the ratio of the weights to be one
      have h2 : V * (ed - eo) ^ 2 *
          (Real.exp (V * (ed - eo) * (d - transitionShift q V eo ed)) - 1) ^ 2 = 0 := by
        linear_combination (-4) * h
      have h3 := sub_eq_zero.mp
        (pow_eq_zero_iff two_ne_zero |>.mp ((mul_eq_zero.mp h2).resolve_left hC.ne'))
      exact sub_eq_zero.mp ((mul_eq_zero.mp ((Real.exp_eq_one_iff _).mp h3)).resolve_left hK)
    · intro h
      rw [h, sub_self, mul_zero, Real.exp_zero]
      ring

/-- The response equals `V (ed - eo)² / 8`, half its maximum, exactly at the distance
`ln (3 + 2√2) / (V (ed - eo))` on either side of the shifted transition. -/
theorem response_half_max {q V eo ed : ℝ} (hq : 0 < q) (hV : 0 < V) (he : eo < ed) (d : ℝ) :
    response q V eo ed d = V * (ed - eo) ^ 2 / 8 ↔
      |d - transitionShift q V eo ed| = Real.log (3 + 2 * √2) / (V * (ed - eo)) := by
  have hK : 0 < V * (ed - eo) := mul_pos hV (sub_pos.mpr he)
  have hC : 0 < V * (ed - eo) ^ 2 := mul_pos hV (pow_pos (sub_pos.mpr he) 2)
  have hs : √2 * √2 = (2 : ℝ) := Real.mul_self_sqrt (by norm_num)
  have hL : 0 < Real.log (3 + 2 * √2) :=
    Real.log_pos (by linarith [Real.sqrt_nonneg 2])
  -- the two roots of the half-maximum equation are reciprocal
  have ha : Real.exp (Real.log (3 + 2 * √2)) = 3 + 2 * √2 := Real.exp_log (by positivity)
  have hb : Real.exp (-Real.log (3 + 2 * √2)) = 3 - 2 * √2 := by
    rw [Real.exp_neg, ha]
    exact inv_eq_of_mul_eq_one_right (by linear_combination (-4) * hs)
  rw [eq_div_iff hK.ne', mul_comm |d - transitionShift q V eo ed| _, ← abs_of_pos hK,
    ← abs_mul, abs_eq hL.le, response_scaling hq hV he d,
    div_eq_iff (by positivity)]
  generalize V * (ed - eo) * (d - transitionShift q V eo ed) = y
  constructor
  · intro h
    have h2 : V * (ed - eo) ^ 2 * ((Real.exp y - Real.exp (Real.log (3 + 2 * √2))) *
        (Real.exp y - Real.exp (-Real.log (3 + 2 * √2)))) = 0 := by
      rw [ha, hb]
      linear_combination (-8) * h - 4 * V * (ed - eo) ^ 2 * hs
    rcases mul_eq_zero.mp ((mul_eq_zero.mp h2).resolve_left hC.ne') with h3 | h3
    · exact Or.inl (Real.exp_injective (sub_eq_zero.mp h3))
    · exact Or.inr (Real.exp_injective (sub_eq_zero.mp h3))
  · rintro (h | h)
    · rw [h, ha]
      linear_combination (-(V * (ed - eo) ^ 2) / 2) * hs
    · rw [h, hb]
      linear_combination (-(V * (ed - eo) ^ 2) / 2) * hs

end TwoPhaseAlloy
```

```lean
#print axioms TwoPhaseAlloy.weights_eq_iff
#print axioms TwoPhaseAlloy.response_max
#print axioms TwoPhaseAlloy.response_half_max
```

```
'TwoPhaseAlloy.weights_eq_iff' depends on axioms: [propext, Classical.choice, Quot.sound]
'TwoPhaseAlloy.response_max' depends on axioms: [propext, Classical.choice, Quot.sound]
'TwoPhaseAlloy.response_half_max' depends on axioms: [propext, Classical.choice, Quot.sound]
```

## How the proof follows the derivation

`phaseWeight_pos` supplies the nonzero denominators, and `hasDerivAt_phaseWeight` is the rule $W'=-VeW$. In `response_eq_fluctuation`, `fun_div` applies the quotient rule and `ring` carries out the cancellation that leaves $\Delta^2$. This lemma needs only $q>0$.

`weight_ratio` proves $W_o=e^yW_d$: `hy` rewrites $y$ as $\ln q+V\Delta d$, and `Real.exp_log` turns $e^{\ln q}$ back into $q$. `weights_eq_iff` cancels the positive disordered weight and uses that the exponential is one only at zero. `response_scaling` substitutes the ratio into the response and compares the two fractions by cross-multiplication.

In `response_max`, the bound is cleared of its denominator, and `nlinarith` receives the nonnegative term $V\Delta^2(x-1)^2$. For the equality case, `linear_combination` shows that this same term vanishes, which forces $x=1$ and then $d=d^*$.

In `response_half_max`, `ha` and `hb` identify $3\pm2\sqrt2$ as the exponentials of $\pm\ln(3+2\sqrt2)$. The rewriting with `abs_eq` turns the distance condition into two possible values of $y$. In the forward direction the quadratic appears in factored form as `h2`, and injectivity of the exponential converts each root into a value of $y$. The reverse direction inserts each root and checks the equation using $\sqrt2\cdot\sqrt2=2$.
